# N times the sum of Boltzmann factors over odd rotor levels is at most N² plus the odd rotational sum

For a linear rigid rotor with level energies proportional to J(J+1), let b > 0 be the rotational temperature divided by the temperature. The theorem `mul_boltzmann_sum_le` says that, for every natural number N, N · Σ exp(−bJ(J+1)) ≤ N² + Σ (2J+1) exp(−bJ(J+1)), both sums running over all odd J. The populations (2J+1) exp(−bJ(J+1)) are unnormalised; dividing by their sum over odd J turns the statement into N⟨1/(2J+1)⟩ ≤ 1 + N²/Z, where Z is that sum and the mean is thermal over the odd levels. The proof writes J = 2k+1 and compares the series term by term: for k < N the Boltzmann factor is at most 1, and for k ≥ N the degeneracy is at least N. The N² comes from a series that is N for k < N and zero afterwards, and the failure occurs while summing the corresponding series of ones and zeros.

The first attempt, which Lean rejects:

```lean
import Mathlib

open Filter Topology

namespace MulBoltzmannSumLe

noncomputable section

/-- Boltzmann factor `exp(-b J(J+1))` of the linear-rotor level `J`, where `b` is the
rotational temperature divided by the temperature. -/
def boltzmann (b : ℝ) (J : ℕ) : ℝ := Real.exp (-b * ((J : ℝ) * ((J : ℝ) + 1)))

/-- Unnormalised rotational population of level `J`: degeneracy `2J+1` times Boltzmann factor. -/
def population (b : ℝ) (J : ℕ) : ℝ := (2 * (J : ℝ) + 1) * boltzmann b J

/-- Rotational sum over the odd levels `J = 1, 3, 5, ...`, for `b > 0`. -/
def oddSum (b : ℝ) : ℝ := ∑' k : ℕ, population b (2 * k + 1)

/-- Boltzmann factors are positive. -/
lemma boltzmann_pos (b : ℝ) (J : ℕ) : 0 < boltzmann b J := Real.exp_pos _

/-- Rotational populations are nonnegative. -/
lemma population_nonneg (b : ℝ) (J : ℕ) : 0 ≤ population b J :=
  mul_nonneg (by positivity) (boltzmann_pos b J).le

/-- For `b ≥ 0` the Boltzmann factor does not increase with `J`. -/
lemma boltzmann_antitone {b : ℝ} (hb : 0 ≤ b) : Antitone (boltzmann b) := by
  intro i j hij
  have h : (i : ℝ) ≤ j := by exact_mod_cast hij
  have h2 : (i : ℝ) * (i + 1) ≤ (j : ℝ) * (j + 1) := by gcongr
  exact Real.exp_le_exp.2 (by nlinarith [mul_le_mul_of_nonneg_left h2 hb])

/-- For `b > 0` the sums of the populations over even `J` and over odd `J`, and the sum of the
bare Boltzmann factors over odd `J`, all converge. -/
theorem summable_levels {b : ℝ} (hb : 0 < b) :
    Summable (fun k : ℕ => population b (2 * k)) ∧
    Summable (fun k : ℕ => population b (2 * k + 1)) ∧
    Summable (fun k : ℕ => boltzmann b (2 * k + 1)) := by
  have h1 := Real.summable_pow_mul_exp_neg_nat_mul 1 hb
  have h0 := Real.summable_pow_mul_exp_neg_nat_mul 0 hb
  have hs : Summable (fun J : ℕ => (2 * (J : ℝ) + 1) * Real.exp (-b * J)) :=
    ((h1.mul_left 2).add h0).congr (fun J => by simp only [pow_one, pow_zero]; ring)
  -- compare exp(-b J(J+1)) with exp(-b J)
  have hp : Summable (population b) := by
    refine Summable.of_nonneg_of_le (population_nonneg b) (fun J => ?_) hs
    refine mul_le_mul_of_nonneg_left (Real.exp_le_exp.2 ?_) (by positivity)
    nlinarith [mul_nonneg hb.le (sq_nonneg (J : ℝ))]
  have ie : Function.Injective (fun k : ℕ => 2 * k) := fun i j h => by
    have h' : 2 * i = 2 * j := h
    omega
  have io : Function.Injective (fun k : ℕ => 2 * k + 1) := fun i j h => by
    have h' : 2 * i + 1 = 2 * j + 1 := h
    omega
  have ho : Summable (fun k : ℕ => population b (2 * k + 1)) := hp.comp_injective io
  refine ⟨hp.comp_injective ie, ho, ?_⟩
  refine Summable.of_nonneg_of_le (fun k => (boltzmann_pos b _).le) (fun k => ?_) ho
  refine le_mul_of_one_le_left (boltzmann_pos b _).le ?_
  have h : (0 : ℝ) ≤ ((2 * k + 1 : ℕ) : ℝ) := Nat.cast_nonneg _
  linarith

/-- For `b > 0` and every natural `N`, `N` times the sum of the bare Boltzmann factors over odd
`J` is at most `N²` plus the odd rotational sum. -/
theorem mul_boltzmann_sum_le {b : ℝ} (hb : 0 < b) (N : ℕ) :
    N * ∑' k : ℕ, boltzmann b (2 * k + 1) ≤ (N : ℝ) * N + oddSum b := by
  obtain ⟨-, hO, hG⟩ := summable_levels hb
  have hI : HasSum (fun k : ℕ => if k ∈ Finset.range N then (1 : ℝ) else 0) N := by
    have h := hasSum_sum_of_ne_finset_zero
      (f := fun k : ℕ => if k ∈ Finset.range N then (1 : ℝ) else 0)
      (s := Finset.range N) (fun k hk => if_neg hk)
    have e : ∑ k ∈ Finset.range N, (if k ∈ Finset.range N then (1 : ℝ) else 0) = N := by
      rw [Finset.sum_congr rfl (fun k hk => if_pos hk)]
      simp
    convert h using 1
    exact e.symm
  refine hasSum_le (fun k => ?_) (hG.hasSum.mul_left (N : ℝ))
    ((hI.mul_left (N : ℝ)).add hO.hasSum)
  by_cases hk : k ∈ Finset.range N
  · -- low levels: the Boltzmann factor is at most one
    have h := boltzmann_antitone hb.le (Nat.zero_le (2 * k + 1))
    have h0 : boltzmann b 0 = 1 := by simp [boltzmann]
    rw [h0] at h
    have h' := mul_le_mul_of_nonneg_left h (Nat.cast_nonneg (α := ℝ) N)
    rw [if_pos hk]
    linarith [population_nonneg b (2 * k + 1)]
  · -- high levels: the degeneracy exceeds N
    have hkN : N ≤ k := by simpa using hk
    have hc : (N : ℝ) ≤ k := by exact_mod_cast hkN
    have hd : (N : ℝ) ≤ 2 * ((2 * k + 1 : ℕ) : ℝ) + 1 := by
      push_cast
      linarith [Nat.cast_nonneg (α := ℝ) k]
    have h' := mul_le_mul_of_nonneg_right hd (boltzmann_pos b (2 * k + 1)).le
    rw [if_neg hk, mul_zero, zero_add]
    exact h'

end

end MulBoltzmannSumLe
```

Lean reports:

```
Main.lean:67:14: error: typeclass instance problem is stuck
  SummationFilter.LeAtTop ?m.81

Note: Lean will not try to resolve this typeclass instance problem because the second type argument to `SummationFilter.LeAtTop` is a metavariable. This argument must be fully determined before Lean will try to resolve the typeclass.

Hint: Adding type annotations and supplying implicit arguments to functions can give Lean more information for typeclass resolution. For example, if you have a variable `x` that you intend to be a `Nat`, but Lean reports it as having an unresolved type like `?m`, replacing `x` with `(x : Nat)` can get typeclass resolution un-stuck.
```

Cause. In Mathlib, `HasSum` takes a summation filter, which says in what sense the series is summed. When one writes `HasSum f a`, the filter is filled in by default as the unconditional one. The lemma `hasSum_sum_of_ne_finset_zero` holds for any filter that has an instance of `SummationFilter.LeAtTop`.

In the failing file `have h := ...` gives no expected type. The named arguments `f` and `s` fix the function and the finite set, but not the filter, which stays the unknown `?m.81` in the message. Lean will not search for the instance while that is unknown, and the later `convert h` comes too late to settle it.

The repair states the type of `h` as a `HasSum`. The default now makes the filter the unconditional one, and Lean can find the instance. Dropping `f` and `s` is mere tidying, since both can be read off the stated type.

Fix (accepted with no message):

```diff
@@ -65,7 +65,7 @@
   obtain ⟨-, hO, hG⟩ := summable_levels hb
   have hI : HasSum (fun k : ℕ => if k ∈ Finset.range N then (1 : ℝ) else 0) N := by
-    have h := hasSum_sum_of_ne_finset_zero
-      (f := fun k : ℕ => if k ∈ Finset.range N then (1 : ℝ) else 0)
-      (s := Finset.range N) (fun k hk => if_neg hk)
+    have h : HasSum (fun k : ℕ => if k ∈ Finset.range N then (1 : ℝ) else 0)
+        (∑ k ∈ Finset.range N, (if k ∈ Finset.range N then (1 : ℝ) else 0)) :=
+      hasSum_sum_of_ne_finset_zero (fun k hk => if_neg hk)
     have e : ∑ k ∈ Finset.range N, (if k ∈ Finset.range N then (1 : ℝ) else 0) = N := by
       rw [Finset.sum_congr rfl (fun k hk => if_pos hk)]
```
